# To first order in the field, the null doublet of Sx² − Sy² for spin 5/2 has isotropic g = 30/7 when the electron g is 2

Suppose I read a resonance at $g=30/7\approx4.29$ as that of an ordinary spin 1/2. I would then look for a large orbital contribution to the moment, and for a spin 5/2 with $g=2$ that would be wrong. The zero-field operator $H=S_x^2-S_y^2$ is said to have a doublet at zero energy that responds to a weak field with just this $g$, in every direction. Can this be derived in full, with a proof that a machine has checked?

## Two identical chains and their null states

Yes. With $S_\pm=S_x\pm iS_y$,

$$H=\tfrac14\left[(S_++S_-)^2+(S_+-S_-)^2\right]=\tfrac12(S_+^2+S_-^2).$$

The elements of $S_+$, going up from $m=-5/2$, are $\sqrt5,\,2\sqrt2,\,3,\,2\sqrt2,\,\sqrt5$. So $H$ joins $\pm5/2$ to $\pm1/2$ with element $\sqrt{10}$, and $\pm1/2$ to $\mp3/2$ with $3\sqrt2$. The chains $(5/2,1/2,-3/2)$ and $(-5/2,-1/2,3/2)$ carry the same block:

$$K=\begin{pmatrix}0&\sqrt{10}&0\\ \sqrt{10}&0&3\sqrt2\\0&3\sqrt2&0\end{pmatrix},$$

$$\det(X-K)=X(X^2-18)-10X=X(X^2-28).$$

Hence $H$ has characteristic polynomial $X^2(X^2-28)^2$, with levels $0,\pm2\sqrt7$, each doubly degenerate.

If $K(a,b,c)^T=0$, then $b=0$ and $\sqrt{10}\,a+3\sqrt2\,c=0$, so $(a,b,c)\propto(3,0,-\sqrt5)$. With a convenient sign for the second state, the normalized doublet is

$$u_1=\frac{3|5/2\rangle-\sqrt5|{-3/2}\rangle}{\sqrt{14}},\qquad u_2=\frac{\sqrt5|3/2\rangle-3|{-5/2}\rangle}{\sqrt{14}}.$$

Then

$$\langle u_1|S_z|u_1\rangle=\frac{9\cdot\frac52-5\cdot\frac32}{14}=\frac{15}{14},$$

and $u_2$ gives $-15/14$. The off-diagonal elements of $S_z$ vanish, because $u_1$ and $u_2$ share no $m$. The only nonzero element of $S_+$ is

$$\langle u_1|S_+|u_2\rangle=\frac{3\sqrt5\sqrt5+\sqrt5\cdot3\sqrt5}{14}=\frac{15}{7}.$$

Every component of $\mathbf S$ therefore projects to $15/7$ times its spin-1/2 counterpart, and $2\,\mathbf b\cdot\mathbf S$ becomes $(30/7)\,\mathbf b\cdot\mathbf s$.

## What the matrices stand for

Index $i$ of `Fin 6` means $m=5/2-i$. `Sp` is $S_+$, and its conjugate transpose is $S_-$. `rhombic` is the dimensionless $H$. The vector `v` has squared norm 14, so `central_state` divides by `star v ⬝ᵥ v`; `doublet` has $u_1,u_2$ as columns.

`rhombic_charpoly` gives the polynomial, and `null_space` says that $H\psi=0$ exactly when $\psi$ is a superposition of $u_1$ and $u_2$. `isotropic_effective_g` gives orthonormality and the projected Zeeman operator for all real field components `x`, `y`, `z`, where $\mathbf b$ is the field times the Bohr magneton. The factor 2 stands for a spin-only moment, with the free-electron $g$ rounded.

This bears on the magnetic resonance of high-spin $d^5$ ions, within a model that has only this quadratic zero-field term and a field too weak to mix the doublets. Hyperfine and quartic terms are absent.

The form of $H$ matters. With $S_z^2$ in its place, the doublet $m=\pm1/2$ has $g=2$ along $z$ and $g=6$ across it, so isotropy fails.

In Lean 4 with Mathlib:

```lean
import Mathlib

open Matrix Polynomial

namespace SpinFiveHalvesRhombic

noncomputable section

/-- The number √5 as a complex amplitude. -/
def sqrt5 : ℂ := ((Real.sqrt 5 : ℝ) : ℂ)

/-- The number √2 as a complex amplitude. -/
def sqrt2 : ℂ := ((Real.sqrt 2 : ℝ) : ℂ)

/-- The spin-5/2 raising operator in the basis m = 5/2, 3/2, 1/2, -1/2, -3/2, -5/2. -/
def Sp : Matrix (Fin 6) (Fin 6) ℂ :=
  !![0, sqrt5, 0, 0, 0, 0; 0, 0, 2 * sqrt2, 0, 0, 0; 0, 0, 0, 3, 0, 0;
     0, 0, 0, 0, 2 * sqrt2, 0; 0, 0, 0, 0, 0, sqrt5; 0, 0, 0, 0, 0, 0]

/-- The spin component along x, half the sum of the raising and lowering operators. -/
def Sx : Matrix (Fin 6) (Fin 6) ℂ := (1 / 2 : ℂ) • (Sp + Spᴴ)

/-- The spin component along y, the difference of raising and lowering operators over 2i. -/
def Sy : Matrix (Fin 6) (Fin 6) ℂ := (-Complex.I / 2) • (Sp - Spᴴ)

/-- The spin component along z, with the values of m on the diagonal. -/
def Sz : Matrix (Fin 6) (Fin 6) ℂ :=
  !![5/2, 0, 0, 0, 0, 0; 0, 3/2, 0, 0, 0, 0; 0, 0, 1/2, 0, 0, 0;
     0, 0, 0, -1/2, 0, 0; 0, 0, 0, 0, -3/2, 0; 0, 0, 0, 0, 0, -5/2]

/-- The rhombic zero-field operator Sx² - Sy². -/
def rhombic : Matrix (Fin 6) (Fin 6) ℂ := Sx * Sx - Sy * Sy

/-- The state with amplitudes 3, 0, -√5 on m = 5/2, 1/2, -3/2, not normalized. -/
def v : Fin 6 → ℂ := ![3, 0, 0, 0, -sqrt5, 0]

/-- Two states as columns: `v`, and a partner on m = 3/2 and m = -5/2, not normalized. -/
def rawDoublet : Matrix (Fin 6) (Fin 2) ℂ :=
  !![3, 0; 0, sqrt5; 0, 0; 0, 0; -sqrt5, 0; 0, -3]

/-- The two columns of `rawDoublet` divided by √14. -/
def doublet : Matrix (Fin 6) (Fin 2) ℂ := ((Real.sqrt 14 : ℝ) : ℂ)⁻¹ • rawDoublet

/-- The spin-1/2 operator along x. -/
def sx : Matrix (Fin 2) (Fin 2) ℂ := !![0, 1/2; 1/2, 0]

/-- The spin-1/2 operator along y. -/
def sy : Matrix (Fin 2) (Fin 2) ℂ := !![0, -Complex.I/2; Complex.I/2, 0]

/-- The spin-1/2 operator along z. -/
def sz : Matrix (Fin 2) (Fin 2) ℂ := !![1/2, 0; 0, -1/2]

/-- The amplitudes √5 and √2 have squares 5 and 2 and are real. -/
theorem radicals : sqrt5 ^ 2 = 5 ∧ sqrt2 ^ 2 = 2 ∧
    (starRingEnd ℂ) sqrt5 = sqrt5 ∧ (starRingEnd ℂ) sqrt2 = sqrt2 := by
  refine ⟨?_, ?_, Complex.conj_ofReal _, Complex.conj_ofReal _⟩
  · rw [sqrt5, ← Complex.ofReal_pow, Real.sq_sqrt (by norm_num)]; norm_num
  · rw [sqrt2, ← Complex.ofReal_pow, Real.sq_sqrt (by norm_num)]; norm_num

/-- The ladder operators obey the angular-momentum relations [S₊, S₋] = 2 Sz and
[Sz, S₊] = S₊. -/
theorem ladder_algebra : Sp * Spᴴ - Spᴴ * Sp = (2 : ℂ) • Sz ∧ Sz * Sp - Sp * Sz = Sp := by
  obtain ⟨h5, h2, c5, c2⟩ := radicals
  constructor <;> ext i j <;>
    simp only [Matrix.sub_apply, Matrix.smul_apply, Matrix.mul_apply,
      Matrix.conjTranspose_apply, Fin.sum_univ_six, smul_eq_mul] <;>
    fin_cases i <;> fin_cases j <;> simp [Sp, Sz, c5, c2] <;> grind

/-- The rhombic operator couples only states whose m differs by 2, with matrix elements
√10 and 3√2. -/
theorem rhombic_matrix : rhombic =
    !![0, 0, sqrt5 * sqrt2, 0, 0, 0; 0, 0, 0, 3 * sqrt2, 0, 0;
       sqrt5 * sqrt2, 0, 0, 0, 3 * sqrt2, 0; 0, 3 * sqrt2, 0, 0, 0, sqrt5 * sqrt2;
       0, 0, 3 * sqrt2, 0, 0, 0; 0, 0, 0, sqrt5 * sqrt2, 0, 0] := by
  obtain ⟨h5, h2, c5, c2⟩ := radicals
  have hI : -Complex.I / 2 * (-Complex.I / 2) = -1 / 4 := by
    linear_combination (1 / 4 : ℂ) * Complex.I_sq
  -- only the double raising and double lowering terms survive
  have hy : Sy * Sy = (-1 / 4 : ℂ) • ((Sp - Spᴴ) * (Sp - Spᴴ)) := by
    rw [Sy, Matrix.smul_mul, Matrix.mul_smul, smul_smul, hI]
  have h : rhombic = (1 / 2 : ℂ) • (Sp * Sp + Spᴴ * Spᴴ) := by
    rw [rhombic, hy]
    simp only [Sx, Matrix.smul_mul, Matrix.mul_smul, mul_add, add_mul, mul_sub, sub_mul]
    module
  rw [h]
  ext i j
  simp only [Matrix.add_apply, Matrix.smul_apply, Matrix.mul_apply,
    Matrix.conjTranspose_apply, Fin.sum_univ_six, smul_eq_mul]
  fin_cases i <;> fin_cases j <;> simp [Sp, c5, c2] <;> grind

/-- The basis sorted into the chains m = 5/2, 1/2, -3/2 and m = -5/2, -1/2, 3/2. -/
def chains : Fin 3 ⊕ Fin 3 ≃ Fin 6 where
  toFun := Sum.elim ![0, 2, 4] ![5, 3, 1]
  invFun := ![.inl 0, .inr 2, .inl 1, .inr 1, .inl 2, .inr 0]
  left_inv := by intro x; revert x; decide
  right_inv := by intro x; revert x; decide

/-- The characteristic polynomial of Sx² - Sy² for spin 5/2 is X²(X² - 28)². -/
theorem rhombic_charpoly : rhombic.charpoly = X ^ 2 * (X ^ 2 - 28) ^ 2 := by
  obtain ⟨h5, h2, -, -⟩ := radicals
  let K : Matrix (Fin 3) (Fin 3) ℂ :=
    !![0, sqrt5 * sqrt2, 0; sqrt5 * sqrt2, 0, 3 * sqrt2; 0, 3 * sqrt2, 0]
  -- both chains carry the same block
  have hb : Matrix.reindex chains.symm chains.symm rhombic = Matrix.fromBlocks K 0 0 K := by
    rw [rhombic_matrix]
    ext i j
    rcases i with i | i <;> rcases j with j | j <;> fin_cases i <;> fin_cases j <;>
      simp [chains, K]
  have hK : K.charpoly = X * (X ^ 2 - 28) := by
    have e5 : (C sqrt5 : ℂ[X]) ^ 2 = 5 := by rw [← C_pow, h5]; exact map_ofNat C 5
    have e2 : (C sqrt2 : ℂ[X]) ^ 2 = 2 := by rw [← C_pow, h2]; exact map_ofNat C 2
    have e3 : (C (3 : ℂ) : ℂ[X]) = 3 := map_ofNat C 3
    rw [Matrix.charpoly, Matrix.det_fin_three]
    simp [K, e3]
    linear_combination (-X * (C sqrt2) ^ 2) * e5 - 14 * X * e2
  rw [← Matrix.charpoly_reindex chains.symm rhombic, hb,
    Matrix.charpoly_fromBlocks_zero₁₂, hK]
  ring

/-- The state `v` is annihilated by Sx² - Sy², and its normalized expectation value of Sz
is 15/14. -/
theorem central_state : rhombic *ᵥ v = 0 ∧
    (star v ⬝ᵥ (Sz *ᵥ v)) / (star v ⬝ᵥ v) = 15 / 14 := by
  obtain ⟨h5, h2, c5, c2⟩ := radicals
  constructor
  · rw [rhombic_matrix]
    ext i
    simp only [Matrix.mulVec, dotProduct, Fin.sum_univ_six]
    fin_cases i <;> simp [v]
    grind
  · have hn : star v ⬝ᵥ v = 14 := by
      simp only [dotProduct, Fin.sum_univ_six, Pi.star_apply]
      simp [v, c5]
      grind
    have hz : star v ⬝ᵥ (Sz *ᵥ v) = 15 := by
      simp only [Matrix.mulVec, dotProduct, Fin.sum_univ_six, Pi.star_apply]
      simp [v, Sz, c5]
      grind
    rw [hn, hz]

/-- A state is annihilated by Sx² - Sy² exactly when it is a superposition of the two
columns of `doublet`. -/
theorem null_space (ψ : Fin 6 → ℂ) : rhombic *ᵥ ψ = 0 ↔ ∃ c, ψ = doublet *ᵥ c := by
  obtain ⟨h5, h2, -, -⟩ := radicals
  have ht : ((Real.sqrt 14 : ℝ) : ℂ) ≠ 0 :=
    Complex.ofReal_ne_zero.mpr (Real.sqrt_pos.mpr (by norm_num)).ne'
  rw [rhombic_matrix]
  unfold doublet
  generalize ((Real.sqrt 14 : ℝ) : ℂ) = t at ht ⊢
  constructor
  · intro h
    -- four component equations fix all amplitudes but two
    have e0 := congrFun h 0
    have e1 := congrFun h 1
    have e2 := congrFun h 2
    have e3 := congrFun h 3
    simp only [Matrix.mulVec, dotProduct, Fin.sum_univ_six] at e0 e1 e2 e3
    simp at e0 e1 e2 e3
    refine ⟨![t * ψ 0 / 3, -(t * ψ 5 / 3)], ?_⟩
    ext i
    simp only [Matrix.mulVec, dotProduct, Fin.sum_univ_two, Matrix.smul_apply, smul_eq_mul]
    fin_cases i <;> simp [rawDoublet] <;> grind
  · rintro ⟨c, rfl⟩
    ext i
    simp only [Matrix.mulVec, dotProduct, Fin.sum_univ_six, Fin.sum_univ_two,
      Matrix.smul_apply, smul_eq_mul]
    fin_cases i <;> simp [rawDoublet] <;> grind

/-- The columns of `doublet` are orthonormal, and between them the Zeeman operator 2 b·S of
the spin 5/2 equals (30/7) b·s of a spin 1/2, for every field b = (x, y, z). -/
theorem isotropic_effective_g (x y z : ℝ) : doubletᴴ * doublet = 1 ∧
    doubletᴴ * ((2 : ℂ) • ((x : ℂ) • Sx + (y : ℂ) • Sy + (z : ℂ) • Sz)) * doublet =
      (30 / 7 : ℂ) • ((x : ℂ) • sx + (y : ℂ) • sy + (z : ℂ) • sz) := by
  obtain ⟨h5, h2, c5, c2⟩ := radicals
  have hs : star (((Real.sqrt 14 : ℝ) : ℂ)⁻¹) = ((Real.sqrt 14 : ℝ) : ℂ)⁻¹ := by simp
  have ht : ((Real.sqrt 14 : ℝ) : ℂ)⁻¹ * ((Real.sqrt 14 : ℝ) : ℂ)⁻¹ = 1 / 14 := by
    rw [← mul_inv, ← Complex.ofReal_mul, Real.mul_self_sqrt (by norm_num)]
    norm_num
  -- normalization divides every matrix element by 14
  have key (A : Matrix (Fin 6) (Fin 6) ℂ) :
      doubletᴴ * A * doublet = (1 / 14 : ℂ) • (rawDoubletᴴ * A * rawDoublet) := by
    simp only [doublet, Matrix.conjTranspose_smul, Matrix.smul_mul, Matrix.mul_smul,
      smul_smul, hs, ht]
  -- each spin component is 30 times its spin-1/2 counterpart
  have hS : rawDoubletᴴ * rawDoublet = (14 : ℂ) • 1 ∧
      rawDoubletᴴ * Sx * rawDoublet = (30 : ℂ) • sx ∧
      rawDoubletᴴ * Sy * rawDoublet = (30 : ℂ) • sy ∧
      rawDoubletᴴ * Sz * rawDoublet = (30 : ℂ) • sz := by
    refine ⟨?_, ?_, ?_, ?_⟩ <;> ext i j <;>
      simp only [Sx, Sy, Matrix.add_apply, Matrix.sub_apply, Matrix.smul_apply,
        Matrix.mul_apply, Matrix.conjTranspose_apply, Fin.sum_univ_six, smul_eq_mul] <;>
      fin_cases i <;> fin_cases j <;>
      simp [rawDoublet, Sp, Sz, sx, sy, sz, c5, c2] <;> grind
  obtain ⟨h1, hx, hy, hz⟩ := hS
  constructor
  · have h := key 1
    simp only [Matrix.mul_one, h1, smul_smul] at h
    rw [h]
    norm_num
  · rw [key]
    simp only [Matrix.mul_add, Matrix.add_mul, Matrix.mul_smul, Matrix.smul_mul, hx, hy, hz]
    module

end

end SpinFiveHalvesRhombic
```

```lean
#print axioms SpinFiveHalvesRhombic.rhombic_charpoly
-- 'SpinFiveHalvesRhombic.rhombic_charpoly' depends on axioms: [propext, Classical.choice, Quot.sound]
#print axioms SpinFiveHalvesRhombic.central_state
-- 'SpinFiveHalvesRhombic.central_state' depends on axioms: [propext, Classical.choice, Quot.sound]
#print axioms SpinFiveHalvesRhombic.null_space
-- 'SpinFiveHalvesRhombic.null_space' depends on axioms: [propext, Classical.choice, Quot.sound]
#print axioms SpinFiveHalvesRhombic.isotropic_effective_g
-- 'SpinFiveHalvesRhombic.isotropic_effective_g' depends on axioms: [propext, Classical.choice, Quot.sound]
```

## From matrix entries to the effective spin

`radicals` supplies the squares and reality of $\sqrt5$ and $\sqrt2$. `ladder_algebra` checks $[S_+,S_-]=2S_z$ and $[S_z,S_+]=S_+$ entry by entry. `rhombic_matrix` first reduces $H$ to the squared ladder operators, then computes its entries.

The characteristic polynomial turns on `Matrix.charpoly_fromBlocks_zero₁₂`: if the upper right block is zero, the characteristic polynomial is the product of those of the diagonal blocks. It needs indices in a sum type, which `chains` provides by matching `Fin 3 ⊕ Fin 3` with `Fin 6`. `Matrix.charpoly_reindex` says that this reordering leaves the polynomial unchanged. Since the second chain starts at $m=-5/2$, both blocks are literally `K`, and one $3\times3$ determinant suffices.

`central_state` evaluates $Hv$, the squared norm 14 and the numerator 15. In `null_space`, four component equations fix every amplitude except those at $m=\pm5/2$, which give the two coefficients. In `isotropic_effective_g`, `key` extracts the factor $1/14$ and `hS` finds 30 times each spin-1/2 matrix; linearity in the field does the rest.
